# A zero mode of A − B and its conjugate carry energy P²/(2m) in an RPA amplitude when A + B is positive definite

Removing an unwanted mode from a random-phase approximation (RPA) amplitude normally means projecting: take the overlap with the mode, divide by the mode's norm, subtract. For a zero-frequency mode of a broken symmetry this can break down. The RPA norm of an amplitude (X, Y), with excitation part X and de-excitation part Y, is X·X − Y·Y, and a mode of the form (q, −q) has norm zero. The projection divides by zero, and the mode is orthogonal to itself, so orthogonality to it does not remove it.

The remedy is a second vector, conjugate to the zero mode as a coordinate is to a momentum. Below, both are constructed for real symmetric blocks A and B with A + B positive definite and (A − B)q = 0 for some q ≠ 0. Subtracting both components leaves an intrinsic amplitude, and what was removed carries the energy of a free particle.

## Amplitudes, matrix and metric

Let `n` be the finite set of particle-hole pairs. An amplitude is a real function on `n ⊕ n`, two copies of that set: the first holds X, the second Y.

```lean
import Mathlib

open Matrix

namespace RPAGoldstonePair

noncomputable section

variable {n : Type*} [Fintype n] [DecidableEq n]
```

The RPA matrix is

M = [[A, B], [−B, −A]].

```lean
/-- The RPA matrix `[[A, B], [-B, -A]]` acting on pairs of excitation and de-excitation
amplitudes. -/
def rpa (A B : Matrix n n ℝ) : Matrix (n ⊕ n) (n ⊕ n) ℝ := fromBlocks A B (-B) (-A)
```

The sign in the norm comes from the metric η = diag(1, −1).

```lean
/-- The RPA metric `η = diag(1, -1)`. -/
def metric : Matrix (n ⊕ n) (n ⊕ n) ℝ := fromBlocks 1 0 0 (-1)
```

It defines a product of two amplitudes, written ⟨x, ηy⟩ here and `etaForm x y` in Lean. The product is indefinite, so a nonzero amplitude can have norm zero.

```lean
/-- The indefinite product `⟨x, η y⟩` of two RPA amplitudes. -/
def etaForm (x y : n ⊕ n → ℝ) : ℝ := x ⬝ᵥ (metric *ᵥ y)
```

The quadratic energy of an amplitude x is

E(x) = ½ ⟨x, ηMx⟩.

Since ηM = [[A, B], [B, A]], the amplitude (u, u) has energy u·(A + B)u, and (u, −u) has energy u·(A − B)u. These are the second-order energy changes when the reference determinant is displaced by real particle-hole coefficients u and by imaginary ones iu, respectively.

```lean
/-- The quadratic RPA energy `½ ⟨x, η M x⟩` of an amplitude `x`. -/
def energy (A B : Matrix n n ℝ) (x : n ⊕ n → ℝ) : ℝ := 1 / 2 * etaForm x (rpa A B *ᵥ x)
```

## What is assumed about the symmetry

The hypotheses are collected in one structure. `pos` says that every nonzero displacement (u, u) costs energy, so the reference state is stable in those directions. `soft` says that A − B annihilates q. It follows that (q, −q) has zero energy, but zero energy alone would be a weaker condition when A − B is indefinite. Physically, q stands for the particle-hole matrix elements of a broken symmetry's generator, with orbital phases chosen so that they are real. That a symmetry produces such a q is assumed here and not derived from a Hamiltonian, so the name Goldstone refers to the structure of the mode and not to a theorem about symmetry breaking.

```lean
/-- Symmetric RPA blocks with `A + B` positive definite and a nonzero vector `q` annihilated
by `A - B`. -/
structure IsGoldstone (A B : Matrix n n ℝ) (q : n → ℝ) : Prop where
  symmA : Aᵀ = A
  symmB : Bᵀ = B
  pos : ∀ x : n → ℝ, x ≠ 0 → 0 < x ⬝ᵥ ((A + B) *ᵥ x)
  ne_zero : q ≠ 0
  soft : (A - B) *ᵥ q = 0
```

Nothing is assumed about the sign of A − B away from q, and it may have further null vectors. Positive definiteness of A + B does exclude some broken symmetries. An example is a spin-polarised unrestricted Hartree–Fock state with real orbitals, spins quantised along z, and no spin-orbit coupling or magnetic field. If spin-flip pairs are included, the spin rotation about y is a real displacement that costs no energy, so A + B has a null vector.

## The pair and its inertia

The zero mode, called the momentum, is

z = (q, −q).

```lean
/-- The momentum amplitude `z = (q, -q)`. -/
def momentum (q : n → ℝ) : n ⊕ n → ℝ := Sum.elim q (-q)
```

Its partner is built from the linear response r to q:

r = (A + B)⁻¹ q.

```lean
/-- The response `r = (A + B)⁻¹ q`, for invertible `A + B`. -/
def response (A B : Matrix n n ℝ) (q : n → ℝ) : n → ℝ := (A + B)⁻¹ *ᵥ q
```

The coordinate amplitude is

w = (r, r).

```lean
/-- The coordinate amplitude `w = (r, r)`, for invertible `A + B`. -/
def coordinate (A B : Matrix n n ℝ) (q : n → ℝ) : n ⊕ n → ℝ :=
  Sum.elim (response A B q) (response A B q)
```

The inertia is

m = 2 q·r.

```lean
/-- The inertia `m = 2 ⟨q, r⟩`, for invertible `A + B`. -/
def inertia (A B : Matrix n n ℝ) (q : n → ℝ) : ℝ := 2 * (q ⬝ᵥ response A B q)
```

For any amplitude x, subtract its components along both vectors:

y = x − (⟨w, ηx⟩/m) z − (⟨z, ηx⟩/m) w.

The coefficients are crossed: the overlap with w fixes the amount of z, and the reverse. This is how one projects when the two norms vanish and only the mutual product survives.

```lean
/-- The amplitude `x` with its momentum and coordinate components subtracted, for invertible
`A + B` and nonzero inertia. -/
def intrinsic (A B : Matrix n n ℝ) (q : n → ℝ) (x : n ⊕ n → ℝ) : n ⊕ n → ℝ :=
  x - (etaForm (coordinate A B q) x / inertia A B q) • momentum q
    - (etaForm (momentum q) x / inertia A B q) • coordinate A B q
```

## Two properties of the metric

In components,

⟨(a, b), η(c, d)⟩ = a·c − b·d.

The proof expands the block product.

```lean
/-- In components, the RPA product is the excitation part minus the de-excitation part. -/
theorem etaForm_elim (a b c d : n → ℝ) :
    etaForm (Sum.elim a b) (Sum.elim c d) = a ⬝ᵥ c - b ⬝ᵥ d := by
  simp [etaForm, metric, fromBlocks_mulVec, neg_mulVec, dotProduct, sub_eq_add_neg]
```

Since η is its own transpose, the product is symmetric:

⟨x, ηy⟩ = ⟨y, ηx⟩.

```lean
/-- The RPA product is symmetric. -/
theorem etaForm_comm (x y : n ⊕ n → ℝ) : etaForm x y = etaForm y x := by
  have h : (metric : Matrix (n ⊕ n) (n ⊕ n) ℝ)ᵀ = metric := by
    simp [metric, fromBlocks_transpose]
  unfold etaForm
  rw [dotProduct_mulVec, ← mulVec_transpose, h, dotProduct_comm]
```

M itself is generally not symmetric, but ηM is when A and B are. Hence

⟨x, ηMy⟩ = ⟨Mx, ηy⟩.

Lean checks the symmetry of the product matrix block by block, then moves it across the dot product by transposition. Every later step that shifts M from one side to the other uses this lemma.

```lean
/-- For symmetric blocks the RPA matrix is self-adjoint with respect to the metric `η`. -/
theorem rpa_selfAdjoint {A B : Matrix n n ℝ} (hA : Aᵀ = A) (hB : Bᵀ = B)
    (x y : n ⊕ n → ℝ) : etaForm x (rpa A B *ᵥ y) = etaForm (rpa A B *ᵥ x) y := by
  -- the product `η M` is the symmetric matrix `[[A, B], [B, A]]`
  have h : (metric * rpa A B)ᵀ = metric * rpa A B := by
    simp [metric, rpa, fromBlocks_multiply, fromBlocks_transpose, hA, hB]
  rw [etaForm_comm (rpa A B *ᵥ x) y]
  unfold etaForm
  rw [mulVec_mulVec, mulVec_mulVec, dotProduct_mulVec, ← mulVec_transpose, h,
    dotProduct_comm]
```

## M sends w to z and z to zero

First, r must really solve its equation. If A + B were singular, some v ≠ 0 would satisfy (A + B)v = 0, giving v·(A + B)v = 0 against positivity. So A + B is invertible and

(A + B) r = q.

The Lean proof is the same argument, phrased through the determinant.

```lean
/-- The response solves the linear equation `(A + B) r = q`. -/
theorem response_eq {A B : Matrix n n ℝ} {q : n → ℝ} (h : IsGoldstone A B q) :
    (A + B) *ᵥ response A B q = q := by
  have hdet : (A + B).det ≠ 0 := by
    intro h0
    obtain ⟨v, hv, hv0⟩ := exists_mulVec_eq_zero_iff.mpr h0
    have hp := h.pos v hv
    rw [hv0, dotProduct_zero] at hp
    exact lt_irrefl _ hp
  rw [response, mulVec_mulVec, mul_nonsing_inv _ (isUnit_iff_ne_zero.mpr hdet), one_mulVec]
```

Now act with M on the two vectors. Since Aq = Bq,

Mz = (Aq − Bq, −Bq + Aq) = 0,

and by the response equation

Mw = (Ar + Br, −Br − Ar) = (q, −q) = z.

The proof treats the excitation and de-excitation components separately; for w, `linarith` finishes each from Ar + Br = q.

```lean
/-- The RPA matrix annihilates the momentum and maps the coordinate to the momentum:
`M z = 0` and `M w = z`. -/
theorem rpa_pair {A B : Matrix n n ℝ} {q : n → ℝ} (h : IsGoldstone A B q) :
    rpa A B *ᵥ momentum q = 0 ∧ rpa A B *ᵥ coordinate A B q = momentum q := by
  constructor
  · have hq : A *ᵥ q = B *ᵥ q := by
      have hs := h.soft
      rwa [sub_mulVec, sub_eq_zero] at hs
    ext i
    rcases i with i | i <;>
      simp [rpa, momentum, fromBlocks_mulVec, neg_mulVec, mulVec_neg, hq]
  · have hr := response_eq h
    unfold coordinate
    generalize response A B q = r at hr ⊢
    rw [add_mulVec] at hr
    ext i
    rcases i with i | i <;>
      have hi : (A *ᵥ r) i + (B *ᵥ r) i = q i := congrFun hr i <;>
      simp [rpa, momentum, fromBlocks_mulVec, neg_mulVec] <;>
      linarith
```

Thus M²w = 0 while Mw ≠ 0. A diagonalisable matrix cannot do this, a consequence the Lean development leaves undrawn.

## Zero norms and a positive mutual product

The component formula gives

⟨z, ηz⟩ = q·q − q·q = 0,
⟨w, ηw⟩ = r·r − r·r = 0,
⟨z, ηw⟩ = q·r + q·r = m.

For the sign, r ≠ 0 because (A + B)r = q ≠ 0, and therefore

m = 2 q·r = 2 r·(A + B)r > 0.

The four parts of the proof follow these lines in order.

```lean
/-- Momentum and coordinate both have zero `η`-norm, and their mutual product is the
inertia, which is positive. -/
theorem pair_products {A B : Matrix n n ℝ} {q : n → ℝ} (h : IsGoldstone A B q) :
    etaForm (momentum q) (momentum q) = 0 ∧
    etaForm (coordinate A B q) (coordinate A B q) = 0 ∧
    etaForm (momentum q) (coordinate A B q) = inertia A B q ∧
    0 < inertia A B q := by
  refine ⟨?_, ?_, ?_, ?_⟩
  · rw [momentum, etaForm_elim, neg_dotProduct, dotProduct_neg]
    ring
  · rw [coordinate, etaForm_elim, sub_self]
  · rw [momentum, coordinate, etaForm_elim, neg_dotProduct, inertia]
    ring
  · -- `⟨q, r⟩ = ⟨r, (A + B) r⟩`
    have hr := response_eq h
    have hne : response A B q ≠ 0 := by
      intro h0
      rw [h0, mulVec_zero] at hr
      exact h.ne_zero hr.symm
    have hp := h.pos _ hne
    rw [hr, dotProduct_comm] at hp
    unfold inertia
    linarith
```

Could w in turn be the image of some amplitude x? If Mx = w, then

m = ⟨z, ηw⟩ = ⟨z, ηMx⟩ = ⟨Mz, ηx⟩ = 0,

which contradicts m > 0. The chain w → z → 0 therefore has nothing before w.

```lean
/-- No amplitude is mapped by the RPA matrix to the coordinate `w`. -/
theorem chain_ends {A B : Matrix n n ℝ} {q : n → ℝ} (h : IsGoldstone A B q)
    (x : n ⊕ n → ℝ) : rpa A B *ᵥ x ≠ coordinate A B q := by
  intro hx
  obtain ⟨-, -, hzw, hm⟩ := pair_products h
  rw [← hx, rpa_selfAdjoint h.symmA h.symmB, (rpa_pair h).1, etaForm, zero_dotProduct] at hzw
  exact hm.ne hzw
```

## Separating the collective energy

Write P = ⟨z, ηx⟩ for the momentum carried by x. The theorem `goldstone_separation` states, for every real amplitude x, that y is η-orthogonal to z and w, that My is too, and that

E(x) = P²/(2m) + E(y).

Orthogonality of y comes from the products just found:

⟨z, ηy⟩ = P − (⟨w, ηx⟩/m)·0 − (P/m)·m = 0,
⟨w, ηy⟩ = ⟨w, ηx⟩ − (⟨w, ηx⟩/m)·m − (P/m)·0 = 0.

Self-adjointness carries this over to My:

⟨z, ηMy⟩ = ⟨Mz, ηy⟩ = 0,
⟨w, ηMy⟩ = ⟨Mw, ηy⟩ = ⟨z, ηy⟩ = 0.

For the energy, x and y differ only by multiples of z and w, both orthogonal to My, so the left argument may be changed from y to x:

⟨y, ηMy⟩ = ⟨x, ηMy⟩.

On the right, Mz = 0 and Mw = z give My = Mx − (P/m) z, hence

⟨x, ηMy⟩ = ⟨x, ηMx⟩ − P²/m.

Halving and rearranging gives the result. In the Lean proof `hR` is linearity in the second argument, `h1` to `h4` are the four orthogonality relations, and `e` and `f` are the replacements on the left and on the right.

```lean
/-- Separation of the Goldstone motion: the intrinsic part `y` of any amplitude `x` and its
image `M y` are `η`-orthogonal to momentum and coordinate, and the energy of `x` is
`⟨z, η x⟩² / (2 m)` plus the energy of `y`. -/
theorem goldstone_separation {A B : Matrix n n ℝ} {q : n → ℝ} (h : IsGoldstone A B q)
    (x : n ⊕ n → ℝ) :
    (etaForm (momentum q) (intrinsic A B q x) = 0 ∧
      etaForm (coordinate A B q) (intrinsic A B q x) = 0) ∧
    (etaForm (momentum q) (rpa A B *ᵥ intrinsic A B q x) = 0 ∧
      etaForm (coordinate A B q) (rpa A B *ᵥ intrinsic A B q x) = 0) ∧
    energy A B x = etaForm (momentum q) x ^ 2 / (2 * inertia A B q)
      + energy A B (intrinsic A B q x) := by
  obtain ⟨hzz, hww, hzw, hpos⟩ := pair_products h
  obtain ⟨hMz, hMw⟩ := rpa_pair h
  have hm := hpos.ne'
  have hwz : etaForm (coordinate A B q) (momentum q) = inertia A B q := by
    rw [etaForm_comm, hzw]
  have hR : ∀ (u s v t : n ⊕ n → ℝ) (a b : ℝ), etaForm u (s - a • v - b • t)
      = etaForm u s - a * etaForm u v - b * etaForm u t := by
    intro u s v t a b
    simp only [etaForm, mulVec_sub, mulVec_smul, dotProduct_sub, dotProduct_smul, smul_eq_mul]
  have h1 : etaForm (momentum q) (intrinsic A B q x) = 0 := by
    rw [intrinsic, hR, hzz, hzw, div_mul_cancel₀ _ hm]
    ring
  have h2 : etaForm (coordinate A B q) (intrinsic A B q x) = 0 := by
    rw [intrinsic, hR, hww, hwz, div_mul_cancel₀ _ hm]
    ring
  -- self-adjointness carries orthogonality over to `M y`
  have h3 : etaForm (momentum q) (rpa A B *ᵥ intrinsic A B q x) = 0 := by
    rw [rpa_selfAdjoint h.symmA h.symmB, hMz, etaForm, zero_dotProduct]
  have h4 : etaForm (coordinate A B q) (rpa A B *ᵥ intrinsic A B q x) = 0 := by
    rw [rpa_selfAdjoint h.symmA h.symmB, hMw, h1]
  refine ⟨⟨h1, h2⟩, ⟨h3, h4⟩, ?_⟩
  -- the cross terms vanish, first on the left and then on the right
  have e := hR (rpa A B *ᵥ intrinsic A B q x) x (momentum q) (coordinate A B q)
    (etaForm (coordinate A B q) x / inertia A B q) (etaForm (momentum q) x / inertia A B q)
  rw [etaForm_comm _ (momentum q), etaForm_comm _ (coordinate A B q), h3, h4,
    ← intrinsic] at e
  have h0 : etaForm x 0 = 0 := by rw [etaForm, mulVec_zero, dotProduct_zero]
  have f : etaForm x (rpa A B *ᵥ intrinsic A B q x) = etaForm x (rpa A B *ᵥ x)
      - etaForm (momentum q) x / inertia A B q * etaForm (momentum q) x := by
    rw [intrinsic, mulVec_sub, mulVec_sub, mulVec_smul, mulVec_smul, hMz, hMw, hR, h0,
      etaForm_comm x (momentum q)]
    ring
  unfold energy
  rw [etaForm_comm (intrinsic A B q x), e,
    etaForm_comm (rpa A B *ᵥ intrinsic A B q x) x, f]
  ring
```

For a single symmetry mode in a finite particle-hole basis with real amplitudes, this says how to clean an RPA amplitude of spurious collective motion: subtract its components along both z and w. The z component costs no energy, while the w component accounts for the whole of P²/(2m). The remainder E(y) is not claimed to be positive, and y may still contain other zero modes if A − B has them. Complex amplitudes, and with them general time evolution, are not treated.

## One particle-hole pair, and an example with two

With a single pair, A and B are numbers. The condition (A − B)q = 0 with q ≠ 0 forces A = B = a, and positivity requires a > 0. Then

r = q/(2a), m = q²/a, M = a [[1, 1], [−1, −1]].

For x = (X, Y) the momentum is P = q(X + Y), so

P²/(2m) = ½ a (X + Y)² = E(x).

The vectors z and w already span the plane of amplitudes. Hence y = 0, and all the energy is collective.

With two pairs there is room for intrinsic motion. Take A = [[2, 0], [0, 2]], B = [[1, 1], [1, 1]] and q = (1, 1). Then (A − B)q = 0, and with the components of u numbered from zero as in Lean,

u·(A + B)u = 2(u₀² + u₁²) + (u₀ + u₁)²,

which is positive for u ≠ 0. Here (A + B)q = 4q, so r = (1/4, 1/4) and m = 1. The last theorem confirms that these blocks and this q meet all the hypotheses; its positivity proof uses the sum of squares above.

```lean
/-- The blocks `A = [[2, 0], [0, 2]]`, `B = [[1, 1], [1, 1]]` and the vector `q = (1, 1)`
satisfy the Goldstone conditions. -/
theorem isGoldstone_witness :
    IsGoldstone (!![2, 0; 0, 2] : Matrix (Fin 2) (Fin 2) ℝ) !![1, 1; 1, 1] ![1, 1] where
  symmA := by ext i j; fin_cases i <;> fin_cases j <;> simp
  symmB := by ext i j; fin_cases i <;> fin_cases j <;> simp
  pos := by
    intro x hx
    have hs : 0 < x 0 ^ 2 + x 1 ^ 2 := by
      by_contra hc
      apply hx
      ext i
      fin_cases i
      · show x 0 = 0
        nlinarith [sq_nonneg (x 0), sq_nonneg (x 1)]
      · show x 1 = 0
        nlinarith [sq_nonneg (x 0), sq_nonneg (x 1)]
    simp [dotProduct, mulVec, Fin.sum_univ_succ]
    nlinarith [sq_nonneg (x 0 + x 1)]
  ne_zero := by
    intro h0
    have h1 := congrFun h0 0
    simp at h1
  soft := by
    ext i
    fin_cases i <;> simp [mulVec, dotProduct, Fin.sum_univ_succ] <;> norm_num

end

end RPAGoldstonePair
```

```lean
#print axioms RPAGoldstonePair.chain_ends
#print axioms RPAGoldstonePair.goldstone_separation
```

```
'RPAGoldstonePair.chain_ends' depends on axioms: [propext, Classical.choice, Quot.sound]
'RPAGoldstonePair.goldstone_separation' depends on axioms: [propext, Classical.choice, Quot.sound]
```
